# Energy curves with arbitrarily small Delta and a fixed curvature gap at the minimum

Take the curves $x^2$ and $x^2 + 1 - \cos x$ on $[-1,1]$. Both vanish at $x=0$ and are positive elsewhere. Their second derivatives are $2$ and $2+\cos x$, so at the origin they differ by $1$. Now replace the added term by $(1-\cos 2x)/4$. Its maximum over the whole real line falls from $2$ to $1/2$ (on the window, from about $0.46$ to $0.35$), but its second derivative is $\cos 2x$, which is still $1$ at the origin. Doubling the wavenumber multiplies the second derivative by four, and this cancels the smaller amplitude.

The problems below carry this out for every positive integer wavenumber $n$. In comparisons of electronic-structure codes by their energy–volume curves, a small root-mean-square difference therefore need not mean close bulk moduli, if the curves may carry short-wavelength ripples like those of this one-dimensional model and the bulk modulus is read from the second derivative at the minimum. Such comparisons usually fit a smooth equation of state over the whole window first and take both the bulk modulus and the difference from the fitted curves; the counter-example concerns the unfitted curves and does not apply to those fitted quantities.

## The curves and the gauge

Let $V_0$ be the equilibrium volume and let the window reach from $V_0(1-w)$ to $V_0(1+w)$, with $0<w<1$. The coordinate is $x=(V-V_0)/(wV_0)$, and for an energy curve $E(x)$ with its minimum at $x=0$ the bulk modulus is $V_0\,d^2E/dV^2 = E''(0)/(w^2V_0)$. At fixed $V_0$ and $w$, a curvature gap is a bulk modulus gap up to a constant factor. The Lean code works with $x$ and treats energies as plain real numbers.

```lean
import Mathlib

open Real Set

namespace BulkModulusCounterexample

noncomputable section
```

The gauge is the root-mean-square difference over the window, whose length is $2$:
$$\Delta(f,g)=\sqrt{\tfrac12\int_{-1}^{1}(f(x)-g(x))^2\,dx}.$$

```lean
/-- The Delta gauge: root-mean-square difference of two energy curves on the window [-1, 1]. -/
def delta (f g : ℝ → ℝ) : ℝ := √((∫ x in (-1 : ℝ)..1, (f x - g x) ^ 2) / 2)
```

The harmonic curve is $\tfrac k2x^2$, where $k$ is the stiffness.

```lean
/-- The harmonic energy curve with stiffness `k`. -/
def harmonic (k x : ℝ) : ℝ := k / 2 * x ^ 2
```

The rippled curve adds $c(1-\cos nx)/n^2$. The ripple is postulated. It stands for an oscillating error in the computed energy as the volume changes, and $c$ sets its strength.

```lean
/-- The harmonic curve with an added ripple of wavenumber `n` and amplitude `c / n ^ 2`. -/
def rippled (k c : ℝ) (n : ℕ) (x : ℝ) : ℝ :=
  k / 2 * x ^ 2 + c * (1 - cos (n * x)) / (n : ℝ) ^ 2
```

`UniqueZeroMin` says that the curve is zero at the origin and strictly positive at every other point of the window.

```lean
/-- On the window [-1, 1] the curve has minimum value zero, attained only at the origin. -/
def UniqueZeroMin (f : ℝ → ℝ) : Prop :=
  f 0 = 0 ∧ ∀ x ∈ Icc (-1 : ℝ) 1, x ≠ 0 → 0 < f x
```

The curvature is the second derivative at the origin.

```lean
/-- The curvature of an energy curve at the origin. -/
def curvature (f : ℝ → ℝ) : ℝ := deriv (deriv f) 0
```

## (a) A uniform bound on the difference bounds Delta

**Task.** Let $f$ and $g$ be continuous with $|f(x)-g(x)|\le M$ on $[-1,1]$. Show that $\Delta(f,g)\le M$.

**Solution.** At $x=0$ the assumption gives $0\le|f(0)-g(0)|\le M$. Squaring gives $(f-g)^2\le M^2$ on the window, so the integral is at most $2M^2$. Half of that is $M^2$, and its square root is $M$ because $M\ge0$.

In Lean, `integral_mono_on` compares the two integrals, with continuity supplying integrability, and `Real.sqrt_le_iff` takes the root. Continuity is assumed on the whole line, which all the curves here satisfy.

```lean
/-- If two continuous curves differ by at most `M` throughout the window, their Delta is at
most `M`. -/
theorem delta_le_of_uniform {f g : ℝ → ℝ} (hf : Continuous f) (hg : Continuous g) {M : ℝ}
    (h : ∀ x ∈ Icc (-1 : ℝ) 1, |f x - g x| ≤ M) : delta f g ≤ M := by
  have hM : 0 ≤ M := (abs_nonneg _).trans (h 0 (by constructor <;> norm_num))
  -- compare the squared difference with the constant M²
  have hI : (∫ x in (-1 : ℝ)..1, (f x - g x) ^ 2) ≤ ∫ _x in (-1 : ℝ)..1, M ^ 2 :=
    intervalIntegral.integral_mono_on (by norm_num)
      (((hf.sub hg).pow 2).intervalIntegrable _ _)
      (continuous_const.intervalIntegrable _ _)
      (fun x hx => sq_le_sq' (abs_le.mp (h x hx)).1 (abs_le.mp (h x hx)).2)
  rw [intervalIntegral.integral_const, smul_eq_mul] at hI
  unfold delta
  exact Real.sqrt_le_iff.mpr ⟨hM, by linarith⟩
```

## (b) The ripple is never negative

**Task.** Show that $c(1-\cos nx)/n^2\ge0$ for $c\ge0$.

**Solution.** Since $\cos nx\le1$, the numerator is a product of two non-negative factors, and the denominator is a square.

```lean
/-- For `c ≥ 0` the ripple energy is never negative. -/
theorem ripple_nonneg {c : ℝ} (hc : 0 ≤ c) (n : ℕ) (x : ℝ) :
    0 ≤ c * (1 - cos (n * x)) / (n : ℝ) ^ 2 :=
  div_nonneg (mul_nonneg hc (by linarith [cos_le_one (n * x)])) (sq_nonneg _)
```

## (c) An upper bound on Delta proportional to the inverse square of the wavenumber

**Task.** Show that the harmonic and rippled curves satisfy $\Delta\le 2c/n^2$ for $c\ge0$.

**Solution.** The two curves differ by the ripple alone. By (b) its absolute value is the ripple itself, and $\cos nx\ge-1$ gives $1-\cos nx\le2$. The difference is thus at most $2c/n^2$ everywhere, and (a) with $M=2c/n^2$ finishes the argument.

The Lean proof follows the same order: `fun_prop` proves continuity, `hd` identifies the difference, and `nlinarith` bounds the numerator. The statement also admits $n=0$, where Lean's division by zero makes both the ripple and the bound zero; the physical content lies in $n\ge1$.

```lean
/-- For `c ≥ 0` the Delta between the harmonic and the rippled curve is at most `2 c / n ^ 2`. -/
theorem delta_rippled_le (k : ℝ) {c : ℝ} (hc : 0 ≤ c) (n : ℕ) :
    delta (harmonic k) (rippled k c n) ≤ 2 * c / (n : ℝ) ^ 2 := by
  apply delta_le_of_uniform
  · unfold harmonic
    fun_prop
  · unfold rippled
    fun_prop
  · intro x _
    have hd : harmonic k x - rippled k c n x = -(c * (1 - cos (n * x)) / (n : ℝ) ^ 2) := by
      unfold harmonic rippled
      ring
    rw [hd, abs_neg, abs_of_nonneg (ripple_nonneg hc n x)]
    have h : c * (1 - cos (n * x)) ≤ 2 * c := by
      nlinarith [neg_one_le_cos (n * x)]
    exact div_le_div_of_nonneg_right h (sq_nonneg _)
```

## (d) The rippled curve has curvature k + c

**Task.** Find the second derivative of the rippled curve at the origin for $n\ge1$.

**Solution.** The first derivative is
$$kx+\frac{c\,n\sin nx}{n^2}=kx+\frac{c\sin nx}{n}.$$
Differentiating again gives $k+c\cos nx$, which equals $k+c$ at $x=0$. Each differentiation supplies one factor $n$, and together they cancel $n^2$.

The step `hfirst` finds the first derivative at every $x$, since a value at one point could not be differentiated again. The step `hsecond` then differentiates that function at the origin.

```lean
/-- The curvature of the rippled curve at the origin is `k + c` for every positive
wavenumber. -/
theorem curvature_rippled (k c : ℝ) {n : ℕ} (hn : 0 < n) :
    curvature (rippled k c n) = k + c := by
  have hn' : (n : ℝ) ≠ 0 := by exact_mod_cast hn.ne'
  have h1 (x : ℝ) : HasDerivAt (fun y : ℝ => (n : ℝ) * y) n x := by
    simpa using (hasDerivAt_id' x).const_mul (n : ℝ)
  -- first derivative, at every point
  have hfirst : deriv (rippled k c n) = fun x => k * x + c * sin (n * x) / n := by
    funext x
    have h2 : HasDerivAt (fun y : ℝ => y ^ 2) (2 * x) x := by
      simpa using hasDerivAt_pow 2 x
    have h3 := (((h1 x).cos.const_sub 1).const_mul c).div_const ((n : ℝ) ^ 2)
    have h4 : HasDerivAt (rippled k c n) (k * x + c * sin (n * x) / n) x := by
      refine ((h2.const_mul (k / 2)).fun_add h3).congr_deriv ?_
      field_simp
    exact h4.deriv
  -- second derivative, at the origin
  have hsecond : HasDerivAt (fun x : ℝ => k * x + c * sin (n * x) / n) (k + c) 0 := by
    refine (((hasDerivAt_id' (0 : ℝ)).const_mul k).fun_add
      (((h1 0).sin.const_mul c).div_const (n : ℝ))).congr_deriv ?_
    rw [mul_zero, cos_zero, one_mul, mul_one, mul_div_cancel_right₀ c hn']
  unfold curvature
  rw [hfirst]
  exact hsecond.deriv
```

## (e) The harmonic curve has curvature k

**Task.** Find the second derivative of $\tfrac k2x^2$ at the origin.

**Solution.** Differentiating twice gives $kx$ and then $k$. The Lean proof takes a shortcut: the harmonic curve is the rippled curve with $c=0$ and $n=1$, so (d) gives $k+0$.

```lean
/-- The curvature of the harmonic curve at the origin is its stiffness. -/
theorem curvature_harmonic (k : ℝ) : curvature (harmonic k) = k := by
  have h : harmonic k = rippled k 0 1 := by
    funext x
    simp [harmonic, rippled]
  rw [h, curvature_rippled k 0 one_pos, add_zero]
```

## (f) Same minimum, small Delta, curvature gap c

**Task.** Let $k>0$, $c\ge0$ and $n\ge1$. Show that both curves have their unique zero minimum at the origin, that $\Delta\le2c/n^2$, and that the curvatures differ by exactly $c$.

**Solution.** Both curves vanish at $x=0$, because $1-\cos0=0$. For $x\ne0$ the harmonic part $\tfrac k2x^2$ is positive, and by (b) the ripple can only add to it. The bound on Delta is (c). From (d) and (e), the gap is $(k+c)-k=c$.

The Lean proof assembles these four facts in the same way. The condition $k>0$ says that the harmonic curve has a positive bulk modulus, and it enters only through the positivity of $\tfrac k2x^2$.

```lean
/-- For `k > 0`, `c ≥ 0` and positive `n`, the harmonic and rippled curves both have a unique zero
minimum on the window, at the origin, and a Delta of at most `2 c / n ^ 2`, while their curvatures
there differ by `c` for every positive `n`. -/
theorem small_delta_fixed_curvature_gap {k c : ℝ} (hk : 0 < k) (hc : 0 ≤ c) {n : ℕ}
    (hn : 0 < n) :
    UniqueZeroMin (harmonic k) ∧ UniqueZeroMin (rippled k c n) ∧
      delta (harmonic k) (rippled k c n) ≤ 2 * c / (n : ℝ) ^ 2 ∧
      curvature (rippled k c n) - curvature (harmonic k) = c := by
  have hpos (x : ℝ) (hx : x ≠ 0) : 0 < k / 2 * x ^ 2 := by positivity
  refine ⟨⟨by simp [harmonic], fun x _ hx => hpos x hx⟩,
    ⟨by simp [rippled], fun x _ hx => add_pos_of_pos_of_nonneg (hpos x hx)
      (ripple_nonneg hc n x)⟩, delta_rippled_le k hc n, ?_⟩
  rw [curvature_rippled k c hn, curvature_harmonic]
  ring
```

## (g) The pair with curvature gap one

**Task.** Show that $x^2$ and $x^2+(1-\cos nx)/n^2$ share a unique zero minimum at the origin and have $\Delta\le2/n^2$, and that their second derivatives there differ by $1$ for every $n\ge1$.

**Solution.** Set $k=2$ and $c=1$ in (f). The curvatures are $2$ and $3$.

In Lean, `hf` and `hg` identify the explicit formulas with the general curves, and the statement is then that of (f).

```lean
/-- For every positive `n`, the curves `x ^ 2` and `x ^ 2 + (1 - cos (n x)) / n ^ 2` both have a
unique zero minimum on the window, at the origin and a Delta of at most `2 / n ^ 2`, and their
second derivatives there differ by one. -/
theorem explicit_counterexample {n : ℕ} (hn : 0 < n) :
    let f : ℝ → ℝ := fun x => x ^ 2
    let g : ℝ → ℝ := fun x => x ^ 2 + (1 - cos (n * x)) / (n : ℝ) ^ 2
    UniqueZeroMin f ∧ UniqueZeroMin g ∧ delta f g ≤ 2 / (n : ℝ) ^ 2 ∧
      deriv (deriv g) 0 - deriv (deriv f) 0 = 1 := by
  intro f g
  have hf : harmonic 2 = f := by
    funext x
    simp [harmonic, f]
  have hg : rippled 2 1 n = g := by
    funext x
    simp [rippled, g]
  have h := small_delta_fixed_curvature_gap (k := 2) (c := 1) two_pos zero_le_one hn
  rw [hf, hg, mul_one] at h
  exact h
```

## (h) Any tolerance admits any non-negative curvature gap

**Task.** Given $\varepsilon>0$ and $c\ge0$, find $n\ge1$ such that $\Delta<\varepsilon$ while the curvature gap is $c$.

**Solution.** Choose an integer $n>2c/\varepsilon$. The right side is non-negative, so $n\ge1$ and hence $n\le n^2$. Then $2c<\varepsilon n\le\varepsilon n^2$, which gives $2c/n^2<\varepsilon$. Part (c) bounds Delta, and (d) and (e) give the gap.

The statement allows any real $k$ and does not mention minima; for $k>0$, (f) supplies them for the same $n$.

In the limit $n\to\infty$ the rippled curve tends uniformly to the harmonic one, and so does its slope, since the extra term $c\sin(nx)/n$ is at most $c/n$ in size. The curvature at the origin stays at $k+c$ throughout.

```lean
/-- For every tolerance `ε > 0` and every prescribed gap `c ≥ 0` there is a positive wavenumber `n`
for which the rippled curve's Delta from the harmonic curve is below `ε` and whose curvature differs
from the harmonic one by `c`. -/
theorem delta_does_not_control_curvature (k : ℝ) {c ε : ℝ} (hc : 0 ≤ c) (hε : 0 < ε) :
    ∃ n : ℕ, 0 < n ∧ delta (harmonic k) (rippled k c n) < ε ∧
      curvature (rippled k c n) - curvature (harmonic k) = c := by
  obtain ⟨n, hN⟩ := exists_nat_gt (2 * c / ε)
  have hpos : (0 : ℝ) < n := lt_of_le_of_lt (by positivity) hN
  have hn : 0 < n := by exact_mod_cast hpos
  have hone : (1 : ℝ) ≤ n := by exact_mod_cast hn
  refine ⟨n, hn, (delta_rippled_le k hc n).trans_lt ?_, ?_⟩
  · rw [div_lt_iff₀ hε] at hN
    rw [div_lt_iff₀ (by positivity)]
    have hsq : (n : ℝ) ≤ (n : ℝ) ^ 2 := by nlinarith
    have := mul_le_mul_of_nonneg_left hsq hε.le
    linarith
  · rw [curvature_rippled k c hn, curvature_harmonic]
    ring
```

## (i) Between harmonic curves, Delta fixes the size of the curvature gap

**Task.** Compute Delta between harmonic curves of stiffness $a$ and $b$.

**Solution.** The squared difference is $\tfrac{(a-b)^2}{4}x^4$, and $\int_{-1}^1x^4\,dx=\tfrac25$. Hence
$$\Delta=\sqrt{\frac12\cdot\frac{(a-b)^2}{4}\cdot\frac25}=\sqrt{\frac{(a-b)^2}{20}}=\frac{|a-b|}{2\sqrt5}.$$
By (e) the curvatures are $a$ and $b$, so the size of their gap is $2\sqrt5\,\Delta$. Within this one-parameter family, a small Delta does force close curvatures; the ripples of the earlier parts leave the family.

In Lean, `hp` is the integral of $x^4$ and `e` is the squared difference. The remaining rewrites take the square root, with $\sqrt{(\cdot)^2}$ becoming an absolute value.

```lean
/-- Between two harmonic curves, Delta is the absolute difference of their stiffnesses divided by `2
√5`. -/
theorem delta_harmonic (a b : ℝ) :
    delta (harmonic a) (harmonic b) = |a - b| / (2 * √5) := by
  have hp : (∫ x in (-1 : ℝ)..1, x ^ 4) = 2 / 5 := by
    rw [integral_pow]
    norm_num
  have e (x : ℝ) : (harmonic a x - harmonic b x) ^ 2 = ((a - b) / 2) ^ 2 * x ^ 4 := by
    unfold harmonic
    ring
  unfold delta
  simp only [e]
  rw [intervalIntegral.integral_const_mul, hp,
    show ((a - b) / 2) ^ 2 * (2 / 5) / 2 = ((a - b) / 2) ^ 2 / 5 by ring,
    Real.sqrt_div (sq_nonneg _), Real.sqrt_sq_eq_abs, abs_div, abs_two, div_div]

end

end BulkModulusCounterexample
```

```lean
#print axioms BulkModulusCounterexample.small_delta_fixed_curvature_gap
#print axioms BulkModulusCounterexample.explicit_counterexample
#print axioms BulkModulusCounterexample.delta_does_not_control_curvature
#print axioms BulkModulusCounterexample.delta_harmonic
```

```
'BulkModulusCounterexample.small_delta_fixed_curvature_gap' depends on axioms: [propext, Classical.choice, Quot.sound]
'BulkModulusCounterexample.explicit_counterexample' depends on axioms: [propext, Classical.choice, Quot.sound]
'BulkModulusCounterexample.delta_does_not_control_curvature' depends on axioms: [propext, Classical.choice, Quot.sound]
'BulkModulusCounterexample.delta_harmonic' depends on axioms: [propext, Classical.choice, Quot.sound]
```
